# With a fixed prefactor and barriers linear in strain, traceless strain cannot lower the cubic-averaged jump rate

An interstitial atom in a cubic crystal jumps between sites over a saddle point that distorts the lattice anisotropically. A traceless strain, which keeps the volume constant to first order, can make jumps in some orientations easier and others harder. Does the average rate over all equivalent orientations rise or fall?

## The bound and its equality case

Let $E$ be the unstrained barrier, $\nu>0$ the prefactor and $\beta$ the inverse temperature. Let $P$ be the elastic dipole tensor of the saddle point minus that of the stable site, and $\varepsilon$ the strain. For each of the 48 signed permutation matrices $g$, the barrier is $E-\Delta_g$ with $\Delta_g=\operatorname{tr}(gPg^{T}\varepsilon)$. If $\operatorname{tr}\varepsilon=0$, then

$$\frac1{48}\sum_g \nu e^{-\beta(E-\Delta_g)}\;\ge\;\nu e^{-\beta E},$$

with equality exactly when every $\beta\Delta_g$ vanishes. For symmetric $P$ and $\varepsilon$ and $\beta>0$, equality means that both of these hold:

- $P$ has equal diagonal entries, or $\varepsilon$ has zero diagonal.
- $P$ has no off-diagonal entries, or $\varepsilon$ has none.

## The average in a kinetic Monte Carlo code

A kinetic Monte Carlo code may store one dipole tensor per jump type, rotate it by the cubic symmetry operations, contract it with the local strain and exponentiate. Averaging the resulting rates gives the left-hand side above. Within this linear-barrier model, an average truncated at first order in strain shows no effect of a traceless strain; the increase starts at second order.

Take $P=\operatorname{diag}(a,b,b)$ and $\varepsilon=\operatorname{diag}(e,-e/2,-e/2)$. Sixteen orientations have $\Delta_g=(a-b)e$ and thirty-two have $\Delta_g=-(a-b)e/2$. With $y=\beta(a-b)e/2$, the mean rate divided by the unstrained rate is

$$\frac{e^{2y}+2e^{-y}}3=1+y^2+O(y^3).$$

For the illustrative values $(a-b)e=0.05$ eV and $1/\beta=0.025$ eV, $y=1$ and the ratio is about 2.71. A pure shear with zero diagonal leaves every rate for this $P$ unchanged.

## Derivation

Number the axes 0, 1, 2. An orientation is a permutation $\sigma$ with signs $s_i=\pm1$, and $g_{ij}=s_i\delta_{\sigma(i),j}$. Hence

$$(gPg^T)_{ij}=\sum_{k,l}g_{ik}P_{kl}g_{jl}=s_is_jP_{\sigma(i)\sigma(j)}.$$

Sum this over all orientations. For $i\ne j$, reversing $s_i$ maps the sum to its negative, so it is zero. For $i=j$ the signs square to one, and exchanging axes shows that the three diagonal sums are equal. Together they give $48\operatorname{tr}P$, so each is $16\operatorname{tr}P$. Therefore

$$\sum_g gPg^T=16(\operatorname{tr}P)\,I,\qquad \sum_g\Delta_g=16\operatorname{tr}P\,\operatorname{tr}\varepsilon=0.$$

Write $k_0=\nu e^{-\beta E}$ and $x_g=\beta\Delta_g$. Each rate is $k_0e^{x_g}$, and since $\sum_g x_g=0$,

$$\frac1{48}\sum_g k_0e^{x_g}-k_0=\frac{k_0}{48}\sum_g\left(e^{x_g}-1-x_g\right).$$

Every term is nonnegative and vanishes only at $x_g=0$. This gives the bound and its equality case.

For the explicit criterion, suppose all $\Delta_g=0$. Fix $\sigma$ and set $p_i=P_{\sigma(i)\sigma(i)}$, $D=\sum_i p_i\varepsilon_{ii}$ and $c_{ij}=P_{\sigma(i)\sigma(j)}\varepsilon_{ij}$. By symmetry,

$$\Delta_g=D+2(s_0s_1c_{01}+s_0s_2c_{02}+s_1s_2c_{12}).$$

Take all signs positive, then reverse one axis at a time. The four equations add to $4D=0$. With $D=0$, adding the first equation to each of the others in turn gives $c_{12}=c_{02}=c_{01}=0$.

Now add $D=0$ for $\sigma$ and for $\sigma$ with axes 1 and 2 exchanged:

$$2p_0\varepsilon_{00}+(p_1+p_2)(\varepsilon_{11}+\varepsilon_{22})=0.$$

Since $\varepsilon_{11}+\varepsilon_{22}=-\varepsilon_{00}$ and $p_1+p_2=\operatorname{tr}P-p_0$, this is $(3p_0-\operatorname{tr}P)\varepsilon_{00}=0$. The other axes behave alike. If some $\varepsilon_{kk}\ne0$, sending $k$ to each axis in turn makes every diagonal entry of $P$ equal to $\operatorname{tr}P/3$. If some off-diagonal $\varepsilon_{kl}\ne0$, sending $(k,l)$ to each pair $(i,j)$ with $i\neq j$ gives $P_{ij}=0$.

Conversely, the second condition removes all off-diagonal terms. The first leaves either zero or $P_{00}\operatorname{tr}\varepsilon=0$.

## Lean source

```lean
import Mathlib

open Matrix

namespace StrainedInterstitialDiffusion

noncomputable section

/-- An orientation of the jump in a cubic crystal: a permutation of the axes and a sign for each. -/
abbrev Orientation := Equiv.Perm (Fin 3) × (Fin 3 → ℤˣ)

/-- The signed permutation matrix of an orientation. -/
def rot (g : Orientation) : Matrix (Fin 3) (Fin 3) ℝ :=
  Matrix.of fun i j => if g.1 i = j then ((g.2 i : ℤ) : ℝ) else 0

/-- The dipole tensor `P` of the saddle point (relative to the stable site), turned into the
orientation `g`. -/
def orientedDipole (P : Matrix (Fin 3) (Fin 3) ℝ) (g : Orientation) :
    Matrix (Fin 3) (Fin 3) ℝ := rot g * P * (rot g)ᵀ

/-- The amount `tr (g P gᵀ ε)` by which the strain `ε` lowers the barrier in orientation `g`. -/
def barrierShift (P ε : Matrix (Fin 3) (Fin 3) ℝ) (g : Orientation) : ℝ :=
  (orientedDipole P g * ε).trace

/-- The Arrhenius rate with prefactor `ν`, barrier `E` and inverse temperature `β`. -/
def arrhenius (ν β E : ℝ) : ℝ := ν * Real.exp (-β * E)

/-- The jump rate in the strained crystal, averaged over the 48 orientations. -/
def meanRate (ν β E : ℝ) (P ε : Matrix (Fin 3) (Fin 3) ℝ) : ℝ :=
  (∑ g : Orientation, arrhenius ν β (E - barrierShift P ε g)) / 48

/-- There are 48 orientations. -/
theorem card_orientation : Fintype.card Orientation = 48 := by
  rw [Fintype.card_prod, Fintype.card_perm]
  norm_num [Nat.factorial]

/-- Turning the dipole tensor permutes its entries and multiplies them by signs. -/
theorem orientedDipole_apply (P : Matrix (Fin 3) (Fin 3) ℝ) (g : Orientation) (i j : Fin 3) :
    orientedDipole P g i j = ((g.2 i : ℤ) : ℝ) * ((g.2 j : ℤ) : ℝ) * P (g.1 i) (g.1 j) := by
  simp only [orientedDipole, rot, Matrix.mul_apply, Matrix.transpose_apply, Matrix.of_apply,
    ite_mul, mul_ite, zero_mul, mul_zero, Finset.sum_ite_eq, Finset.mem_univ, if_true]
  ring

lemma sign_sq (u : ℤˣ) : ((u : ℤ) : ℝ) * ((u : ℤ) : ℝ) = 1 := by
  rcases Int.units_eq_one_or u with h | h <;> simp [h]

/-- Summed over all orientations, the dipole tensor is isotropic. -/
theorem sum_orientedDipole (P : Matrix (Fin 3) (Fin 3) ℝ) :
    ∑ g : Orientation, orientedDipole P g = (16 * P.trace) • (1 : Matrix (Fin 3) (Fin 3) ℝ) := by
  ext i j
  rw [Matrix.sum_apply]
  simp only [orientedDipole_apply]
  by_cases hij : i = j
  · subst hij
    rw [Matrix.smul_apply, Matrix.one_apply_eq, smul_eq_mul, mul_one]
    simp only [sign_sq, one_mul]
    -- exchanging two axes shows that all diagonal entries agree
    have hconst : ∀ k : Fin 3, ∑ g : Orientation, P (g.1 k) (g.1 k)
        = ∑ g : Orientation, P (g.1 i) (g.1 i) := fun k =>
      Fintype.sum_equiv ((Equiv.mulRight (Equiv.swap k i)).prodCongr (Equiv.refl _)) _ _
        (fun g => by simp)
    have hsum : ∑ k : Fin 3, ∑ g : Orientation, P (g.1 k) (g.1 k) = 48 * P.trace := by
      rw [Finset.sum_comm]
      have h : ∀ g : Orientation, ∑ k, P (g.1 k) (g.1 k) = P.trace :=
        fun g => Equiv.sum_comp g.1 (fun k => P k k)
      rw [Finset.sum_congr rfl (fun g _ => h g), Finset.sum_const, Finset.card_univ,
        card_orientation, nsmul_eq_mul]
      norm_num
    rw [Finset.sum_congr rfl (fun k _ => hconst k), Finset.sum_const, Finset.card_univ,
      Fintype.card_fin, nsmul_eq_mul] at hsum
    push_cast at hsum
    linarith
  · -- reversing axis `i` changes the sign of an off-diagonal entry
    have h : ∑ g : Orientation, ((g.2 i : ℤ) : ℝ) * ((g.2 j : ℤ) : ℝ) * P (g.1 i) (g.1 j)
        = ∑ g : Orientation, -(((g.2 i : ℤ) : ℝ) * ((g.2 j : ℤ) : ℝ) * P (g.1 i) (g.1 j)) :=
      Fintype.sum_equiv ((Equiv.refl _).prodCongr
        (Equiv.mulRight (fun k : Fin 3 => if k = i then (-1 : ℤˣ) else 1))) _ _
        (fun g => by simp [Ne.symm hij])
    rw [Finset.sum_neg_distrib] at h
    rw [Matrix.smul_apply, Matrix.one_apply_ne hij, smul_zero]
    linarith

/-- Under traceless strain the barrier shifts of all orientations add up to zero. -/
theorem sum_barrierShift (P : Matrix (Fin 3) (Fin 3) ℝ) {ε : Matrix (Fin 3) (Fin 3) ℝ}
    (hε : ε.trace = 0) : ∑ g : Orientation, barrierShift P ε g = 0 := by
  have h : ∑ g : Orientation, barrierShift P ε g
      = ((∑ g : Orientation, orientedDipole P g) * ε).trace := by
    rw [Finset.sum_mul, Matrix.trace_sum]
    rfl
  rw [h, sum_orientedDipole, Matrix.smul_mul, Matrix.one_mul, Matrix.trace_smul, hε, smul_zero]

/-- For a positive prefactor, traceless strain cannot lower the orientation-averaged jump rate, and
leaves it unchanged exactly when every exponent `β tr (g P gᵀ ε)` vanishes. -/
theorem arrhenius_le_meanRate {ν : ℝ} (hν : 0 < ν) (β E : ℝ) (P : Matrix (Fin 3) (Fin 3) ℝ)
    {ε : Matrix (Fin 3) (Fin 3) ℝ} (hε : ε.trace = 0) :
    arrhenius ν β E ≤ meanRate ν β E P ε ∧
      (meanRate ν β E P ε = arrhenius ν β E ↔ ∀ g, β * barrierShift P ε g = 0) := by
  have hc : 0 < arrhenius ν β E := mul_pos hν (Real.exp_pos _)
  have hfac : ∀ g, arrhenius ν β (E - barrierShift P ε g)
      = arrhenius ν β E * Real.exp (β * barrierShift P ε g) := fun g => by
    have h : -β * (E - barrierShift P ε g) = -β * E + β * barrierShift P ε g := by ring
    rw [arrhenius, arrhenius, h, Real.exp_add]
    ring
  -- the linear part of the exponentials drops out of the sum
  have hsum : ∑ g : Orientation, (Real.exp (β * barrierShift P ε g)
      - (β * barrierShift P ε g + 1))
      = ∑ g : Orientation, Real.exp (β * barrierShift P ε g) - 48 := by
    rw [Finset.sum_sub_distrib, Finset.sum_add_distrib, ← Finset.mul_sum,
      sum_barrierShift P hε, Finset.sum_const, Finset.card_univ, card_orientation]
    norm_num
  have hex : meanRate ν β E P ε - arrhenius ν β E = arrhenius ν β E / 48 *
      ∑ g : Orientation, (Real.exp (β * barrierShift P ε g)
        - (β * barrierShift P ε g + 1)) := by
    rw [hsum, meanRate, Finset.sum_congr rfl (fun g _ => hfac g), ← Finset.mul_sum]
    ring
  have hnn : ∀ g ∈ (Finset.univ : Finset Orientation), 0 ≤
      Real.exp (β * barrierShift P ε g) - (β * barrierShift P ε g + 1) :=
    fun g _ => sub_nonneg.mpr (Real.add_one_le_exp _)
  refine ⟨?_, ?_⟩
  · have := mul_nonneg (div_pos hc (by norm_num : (0 : ℝ) < 48)).le (Finset.sum_nonneg hnn)
    linarith
  · rw [← sub_eq_zero, hex, mul_eq_zero, or_iff_right (by positivity),
      Finset.sum_eq_zero_iff_of_nonneg hnn]
    constructor
    · intro h g
      by_contra hne
      have h1 := Real.add_one_lt_exp hne
      have h2 := h g (Finset.mem_univ g)
      linarith
    · intro h g _
      rw [h g]
      simp

/-- If no orientation has a barrier shift, then for symmetric `P` and `ε` the diagonal part and
each shear part of the shift vanish separately, for every permutation of the axes. -/
theorem shift_parts {P ε : Matrix (Fin 3) (Fin 3) ℝ} (hP : P.IsSymm) (hs : ε.IsSymm)
    (h : ∀ g, barrierShift P ε g = 0) (σ : Equiv.Perm (Fin 3)) :
    P (σ 0) (σ 0) * ε 0 0 + P (σ 1) (σ 1) * ε 1 1 + P (σ 2) (σ 2) * ε 2 2 = 0 ∧
      P (σ 0) (σ 1) * ε 0 1 = 0 ∧ P (σ 0) (σ 2) * ε 0 2 = 0 ∧ P (σ 1) (σ 2) * ε 1 2 = 0 := by
  -- no reversed axis, then one reversed axis at a time
  have h0 := h (σ, ![1, 1, 1])
  have h1 := h (σ, ![-1, 1, 1])
  have h2 := h (σ, ![1, -1, 1])
  have h3 := h (σ, ![1, 1, -1])
  simp [barrierShift, Matrix.trace, Matrix.mul_apply, orientedDipole_apply,
    Fin.sum_univ_three] at h0 h1 h2 h3
  simp only [hP.apply (σ 0) (σ 1), hP.apply (σ 0) (σ 2), hP.apply (σ 1) (σ 2),
    hs.apply 0 1, hs.apply 0 2, hs.apply 1 2] at h0 h1 h2 h3
  refine ⟨?_, ?_, ?_, ?_⟩ <;> linarith

/-- For positive prefactor and temperature, symmetric `P` and symmetric traceless `ε`, the mean
rate is unchanged exactly when `P` has equal diagonal entries or `ε` has zero diagonal, and
`P` or `ε` has no off-diagonal entries. -/
theorem meanRate_eq_iff {ν β : ℝ} (hν : 0 < ν) (hβ : 0 < β) (E : ℝ)
    {P ε : Matrix (Fin 3) (Fin 3) ℝ} (hP : P.IsSymm) (hs : ε.IsSymm) (hε : ε.trace = 0) :
    meanRate ν β E P ε = arrhenius ν β E ↔
      ((∀ i j, P i i = P j j) ∨ ∀ i, ε i i = 0) ∧
      ((∀ i j, i ≠ j → P i j = 0) ∨ ∀ i j, i ≠ j → ε i j = 0) := by
  rw [(arrhenius_le_meanRate hν β E P hε).2]
  constructor
  · intro h
    have key := shift_parts hP hs (fun g => (mul_eq_zero.mp (h g)).resolve_left hβ.ne')
    have ht : ε 0 0 + ε 1 1 + ε 2 2 = 0 :=
      (Fin.sum_univ_three fun i => ε i i).symm.trans hε
    -- adding two permutations that agree on axis `k` isolates `ε k k`
    have hdiag : ∀ (σ : Equiv.Perm (Fin 3)) (k : Fin 3),
        (3 * P (σ k) (σ k) - P.trace) * ε k k = 0 := by
      intro σ k
      have t : P (σ 0) (σ 0) + P (σ 1) (σ 1) + P (σ 2) (σ 2) = P.trace :=
        (Fin.sum_univ_three fun i => P (σ i) (σ i)).symm.trans
          (Equiv.sum_comp σ fun i => P i i)
      have d := (key σ).1
      have d0 : P (σ 0) (σ 0) * ε 0 0 + P (σ 2) (σ 2) * ε 1 1 + P (σ 1) (σ 1) * ε 2 2 = 0 :=
        (key (σ * Equiv.swap 1 2)).1
      have d1 : P (σ 2) (σ 2) * ε 0 0 + P (σ 1) (σ 1) * ε 1 1 + P (σ 0) (σ 0) * ε 2 2 = 0 :=
        (key (σ * Equiv.swap 0 2)).1
      have d2 : P (σ 1) (σ 1) * ε 0 0 + P (σ 0) (σ 0) * ε 1 1 + P (σ 2) (σ 2) * ε 2 2 = 0 :=
        (key (σ * Equiv.swap 0 1)).1
      have r0 : (3 * P (σ 0) (σ 0) - P.trace) * ε 0 0 = 0 := by
        linear_combination d + d0 - (P (σ 1) (σ 1) + P (σ 2) (σ 2)) * ht + ε 0 0 * t
      have r1 : (3 * P (σ 1) (σ 1) - P.trace) * ε 1 1 = 0 := by
        linear_combination d + d1 - (P (σ 0) (σ 0) + P (σ 2) (σ 2)) * ht + ε 1 1 * t
      have r2 : (3 * P (σ 2) (σ 2) - P.trace) * ε 2 2 = 0 := by
        linear_combination d + d2 - (P (σ 0) (σ 0) + P (σ 1) (σ 1)) * ht + ε 2 2 * t
      fin_cases k
      exacts [r0, r1, r2]
    have hoff : ∀ (σ : Equiv.Perm (Fin 3)) (k l : Fin 3), k ≠ l →
        P (σ k) (σ l) * ε k l = 0 := by
      intro σ k l hkl
      obtain ⟨-, a, b, c⟩ := key σ
      have a' : P (σ 1) (σ 0) * ε 1 0 = 0 := by rw [hP.apply (σ 0) (σ 1), hs.apply 0 1, a]
      have b' : P (σ 2) (σ 0) * ε 2 0 = 0 := by rw [hP.apply (σ 0) (σ 2), hs.apply 0 2, b]
      have c' : P (σ 2) (σ 1) * ε 2 1 = 0 := by rw [hP.apply (σ 1) (σ 2), hs.apply 1 2, c]
      fin_cases k <;> fin_cases l
      exacts [absurd rfl hkl, a, b, a', absurd rfl hkl, c, b', c', absurd rfl hkl]
    constructor
    · by_cases he : ∀ i, ε i i = 0
      · exact Or.inr he
      · left
        push Not at he
        obtain ⟨k, hk⟩ := he
        have hp : ∀ i, 3 * P i i - P.trace = 0 := fun i => by
          have := (mul_eq_zero.mp (hdiag (Equiv.swap k i) k)).resolve_right hk
          rwa [Equiv.swap_apply_left] at this
        intro i j
        linarith [hp i, hp j]
    · by_cases he : ∀ i j, i ≠ j → ε i j = 0
      · exact Or.inr he
      · left
        push Not at he
        obtain ⟨k, l, hkl, hk⟩ := he
        intro i j hij
        -- a permutation carrying the axes `k, l` to `i, j`
        have hne : i ≠ Equiv.swap k i l := fun h =>
          hkl ((Equiv.swap k i).injective (by rw [Equiv.swap_apply_left]; exact h))
        have := (mul_eq_zero.mp (hoff (Equiv.swap (Equiv.swap k i l) j * Equiv.swap k i)
          k l hkl)).resolve_right hk
        rwa [Equiv.Perm.mul_apply, Equiv.Perm.mul_apply, Equiv.swap_apply_left,
          Equiv.swap_apply_of_ne_of_ne hne hij, Equiv.swap_apply_left] at this
  · rintro ⟨hd, ho⟩ g
    -- only an isotropic diagonal part can survive, and it couples to the trace of `ε`
    have hterm : ∀ i j, orientedDipole P g i j * ε j i
        = if i = j then P 0 0 * ε i i else 0 := by
      intro i j
      rw [orientedDipole_apply]
      by_cases hij : i = j
      · subst hij
        rw [if_pos rfl, sign_sq, one_mul]
        rcases hd with hd | hd
        · rw [hd (g.1 i) 0]
        · rw [hd i, mul_zero, mul_zero]
      · rw [if_neg hij]
        rcases ho with ho | ho
        · rw [ho _ _ (fun h => hij (g.1.injective h)), mul_zero, zero_mul]
        · rw [ho j i (Ne.symm hij), mul_zero]
    have hshift : barrierShift P ε g = P 0 0 * ε.trace := by
      simp only [barrierShift, Matrix.trace, Matrix.diag_apply, Matrix.mul_apply, hterm,
        Finset.sum_ite_eq, Finset.mem_univ, if_true, Finset.mul_sum]
    rw [hshift, hε, mul_zero, mul_zero]

end

end StrainedInterstitialDiffusion
```

```lean
#print axioms StrainedInterstitialDiffusion.arrhenius_le_meanRate
#print axioms StrainedInterstitialDiffusion.meanRate_eq_iff
```

```
'StrainedInterstitialDiffusion.arrhenius_le_meanRate' depends on axioms: [propext, Classical.choice, Quot.sound]
'StrainedInterstitialDiffusion.meanRate_eq_iff' depends on axioms: [propext, Classical.choice, Quot.sound]
```

## From the physical quantities to the theorems

`Orientation` is the type of pairs $(\sigma,s)$, and `rot` turns a pair into its matrix. `barrierShift` is $\Delta_g$, positive when strain lowers the barrier; its trace counts both $ij$ and $ji$ shear terms. `arrhenius` is the rate, and `meanRate` is the equally weighted average.

`arrhenius_le_meanRate` states the bound and the equality case for $\nu>0$ and traceless $\varepsilon$. It needs neither symmetric tensors nor a positive $\beta$. `meanRate_eq_iff` adds those assumptions and gives the entrywise criterion. Symmetry of $P$ alone would not suffice there: an antisymmetric $\varepsilon$ gives zero shift with any symmetric $P$, even when both have off-diagonal entries.

## Reindexing the orientations with `Fintype.sum_equiv`

`orientedDipole_apply` computes the rotated entries, and `sum_orientedDipole` sums them. The latter uses `Fintype.sum_equiv`, which equates two finite sums when a bijection of the index types matches their terms. For diagonal entries the bijection multiplies $\sigma$ on the right by `Equiv.swap k i`; for off-diagonal entries it reverses the sign at $i$. Because an orientation is a pair, `prodCongr` changes one component and leaves the other alone.

`sum_barrierShift` takes the trace against $\varepsilon$. In `arrhenius_le_meanRate`, `hfac` factors out $k_0$ and `hex` is the identity for the excess rate. `Real.add_one_le_exp` supplies the inequality, and its strict version settles equality.

`shift_parts` solves the four sign equations with `linarith`. In `meanRate_eq_iff`, `hdiag` adds the two permutations, `hoff` handles the shear entries, and `hterm` proves the converse.

## Limits of the model

The barrier is assumed linear in strain, and the prefactor independent of it. Zero trace means constant volume to first order. This condition matters: for $P=pI$ every shift is $p\operatorname{tr}\varepsilon$, so at $\beta>0$ a strain with $p\operatorname{tr}\varepsilon<0$ lowers the mean rate.

The bound concerns the average alone. At $\beta>0$, unless all shifts vanish, some orientation becomes slower, because the shifts sum to zero. Equal weights also ignore any strain-induced change in site occupation, so the result is not a bound on a diffusion coefficient.
